# The centre of a Seitz group whose translations span the space

Let G be a group of Seitz operators (R|t) on a real vector space V, where R is an invertible linear map (the linear part) and t a vector. Let T be the set of vectors a for which the pure translation (1|a) lies in G, and suppose T spans V. The centre Z(G), the set of elements of G that commute with all of G, is then

Z(G) = { (1|a) : a ∈ T and Ra = a for every (R|t) ∈ G }.

If −1 occurs as a linear part, Z(G) contains only the identity.

## The operators

```lean
import Mathlib

namespace SeitzCentre

noncomputable section
```

These lines load Mathlib and put all names below under the prefix `SeitzCentre`.

```lean
/-- A Seitz operator `(R|t)`: an invertible linear part `R` and a translation part `t`. -/
@[ext]
structure Seitz (V : Type*) [AddCommGroup V] [Module ℝ V] where
  lin : V ≃ₗ[ℝ] V
  tr : V
```

A `structure` is a record with named fields. For g = (R|t), `g.lin` is R and `g.tr` is t. The brackets `[AddCommGroup V] [Module ℝ V]` say that V is a real vector space, and `V ≃ₗ[ℝ] V` is the type of invertible real-linear maps on it. The tag `@[ext]` supplies `Seitz.ext`: two operators are equal when both parts agree. V has no scalar product and no fixed dimension, so R need not be orthogonal, and ℝⁿ is one case among others.

```lean
variable {V : Type*} [AddCommGroup V] [Module ℝ V]

/-- The product `(R|t)(S|u) = (RS|t + Ru)`. -/
instance : Mul (Seitz V) := ⟨fun g h => ⟨g.lin * h.lin, g.tr + g.lin h.tr⟩⟩
```

With S a second linear part and u a second vector, the product is

(R|t)(S|u) = (RS | t + Ru).

This is the composition of the maps x ↦ Rx + t with the right factor acting first. The action on points motivates the rule but is never defined; the rule itself is the definition.

```lean
/-- The identity operator `(1|0)`. -/
instance : One (Seitz V) := ⟨⟨1, 0⟩⟩
```

The identity is (1|0).

```lean
/-- The inverse `(R|t)⁻¹ = (R⁻¹|-R⁻¹t)`. -/
instance : Inv (Seitz V) := ⟨fun g => ⟨g.lin⁻¹, -(g.lin⁻¹ g.tr)⟩⟩
```

The inverse is

(R|t)⁻¹ = (R⁻¹ | −R⁻¹t).

```lean
/-- Seitz operators form a group. -/
instance : Group (Seitz V) where
  mul_assoc a b c := by
    apply Seitz.ext
    · exact mul_assoc a.lin b.lin c.lin
    · change a.tr + a.lin b.tr + a.lin (b.lin c.tr) = a.tr + a.lin (b.tr + b.lin c.tr)
      rw [map_add, add_assoc]
  one_mul a := Seitz.ext (one_mul a.lin) (zero_add a.tr)
  mul_one a := Seitz.ext (mul_one a.lin) (by change a.tr + a.lin 0 = a.tr; simp)
  inv_mul_cancel a := Seitz.ext (inv_mul_cancel a.lin) (neg_add_cancel (a.lin⁻¹ a.tr))
```

The group laws are checked on each part separately. For three factors (R|t), (S|u), (Q|w), associativity of the translation part reads

t + Ru + RSw = t + R(u + Sw),

which is linearity of R (`map_add`). The tactic `change` restates a goal in this explicit form, and `rw` rewrites with an equation.

```lean
/-- The pure translation `(1|a)`. -/
def translation (a : V) : Seitz V := ⟨1, a⟩
```

`translation a` is (1|a).

```lean
/-- The inversion through the origin, `(-1|0)`. -/
def inversion : Seitz V := ⟨LinearEquiv.neg ℝ, 0⟩
```

`inversion` is (−1|0), where `LinearEquiv.neg ℝ` is the map x ↦ −x.

```lean
/-- The vectors `a` whose pure translation `(1|a)` belongs to `G`. -/
def transVec (G : Subgroup (Seitz V)) : Set V := {a | translation a ∈ G}
```

`transVec G` is T. The group G is any subgroup of all Seitz operators: neither discreteness of T nor a finite point group is assumed, and glide or screw operations are allowed. T collects pure translations only, not the parts t of other elements.

## The theorems

```lean
/-- `(R|t)` commutes with the translation `(1|a)` exactly when `Ra = a`. -/
theorem commute_translation_iff (g : Seitz V) (a : V) :
    g * translation a = translation a * g ↔ g.lin a = a := by
  constructor
  · intro h
    have ht : g.tr + g.lin a = a + g.tr := congrArg Seitz.tr h
    exact add_left_cancel (ht.trans (add_comm _ _))
  · intro h
    apply Seitz.ext
    · exact (mul_one g.lin).trans (one_mul g.lin).symm
    · change g.tr + g.lin a = a + g.tr
      rw [h, add_comm]
```

In words: (R|t) commutes with (1|a) if and only if (`↔`) Ra = a. By hand,

(R|t)(1|a) = (R | t + Ra),
(1|a)(R|t) = (R | a + t).

The linear parts always agree, and the translation parts agree exactly when Ra = a. `constructor` splits the equivalence into two implications. In the first, `congrArg Seitz.tr h` reads off the translation parts and `add_left_cancel` cancels t; in the second, Ra = a is substituted.

```lean
/-- If the translation vectors of `G` span the space, a Seitz operator commutes with all of `G`
iff it is a translation by a vector fixed by every linear part of `G`. -/
theorem mem_centralizer_iff {G : Subgroup (Seitz V)}
    (hspan : Submodule.span ℝ (transVec G) = ⊤) (g : Seitz V) :
    g ∈ Subgroup.centralizer (G : Set (Seitz V)) ↔
      ∃ a, g = translation a ∧ ∀ h ∈ G, h.lin a = a := by
  rw [Subgroup.mem_centralizer_iff]
  constructor
  · intro hg
    -- the linear part fixes a spanning set, so it is the identity
    have h1 : g.lin = 1 := by
      apply LinearEquiv.ext
      intro x
      have hx : x ∈ Submodule.span ℝ (transVec G) := by rw [hspan]; exact Submodule.mem_top
      change g.lin x = x
      induction hx using Submodule.span_induction with
      | mem a ha => exact (commute_translation_iff g a).1 (hg _ ha).symm
      | zero => exact map_zero _
      | add x y _ _ hx hy => rw [map_add, hx, hy]
      | smul c x _ hx => rw [map_smul, hx]
    have e : g = translation g.tr := Seitz.ext h1 rfl
    exact ⟨g.tr, e, fun h hh =>
      (commute_translation_iff h g.tr).1 (by rw [← e]; exact hg h hh)⟩
  · rintro ⟨a, rfl, ha⟩ h hh
    exact (commute_translation_iff h a).2 (ha h hh)
```

The hypothesis `hspan` says that the real span of T is `⊤`, the whole space. It is assumed; for a crystal it expresses periodicity in every dimension. Here g is any Seitz operator, inside G or not, and the centraliser is the set of operators commuting with every element of G. The right side reads: there is a vector a with g = (1|a) that every linear part of G fixes.

By hand, let g = (R|t) commute with G. It commutes with (1|a) for each a ∈ T, so Ra = a on T. Any x in V is a finite sum Σᵢ cᵢaᵢ with real cᵢ and aᵢ ∈ T, hence

Rx = Σᵢ cᵢ Raᵢ = Σᵢ cᵢaᵢ = x,

and R = 1. Then g = (1|t), and its commuting with each (S|u) ∈ G means St = t. Conversely, a translation by a vector fixed by all linear parts commutes with G by the previous theorem.

In Lean, `h1` is the step R = 1. In place of the sum, `Submodule.span_induction` shows Rx = x for members of T, for zero, and for sums and real multiples of vectors that have it. The line `e` records g = (1|t), and `rintro ⟨a, rfl, ha⟩` begins the converse by substituting g = (1|a).

```lean
/-- If the translation vectors of `G` span the space, the centre of `G` consists exactly of its
translations by vectors fixed by every linear part of `G`. -/
theorem mem_center_iff {G : Subgroup (Seitz V)}
    (hspan : Submodule.span ℝ (transVec G) = ⊤) (g : G) :
    g ∈ Subgroup.center G ↔
      ∃ a ∈ transVec G, (g : Seitz V) = translation a ∧ ∀ h ∈ G, h.lin a = a := by
  have key := mem_centralizer_iff hspan (g : Seitz V)
  rw [Subgroup.mem_centralizer_iff] at key
  rw [Subgroup.mem_center_iff]
  constructor
  · intro hg
    obtain ⟨a, e, ha⟩ := key.1 (fun h hh => congrArg Subtype.val (hg ⟨h, hh⟩))
    refine ⟨a, ?_, e, ha⟩
    change translation a ∈ G
    rw [← e]
    exact g.2
  · rintro ⟨a, -, e, ha⟩ h
    exact Subtype.ext (key.2 ⟨a, e, ha⟩ h h.2)
```

This is the main theorem. Now `g : G` is an element of G, internally an operator paired with a proof of membership, and `(g : Seitz V)` is the bare operator. The statement is the formula for Z(G) given at the start. The condition `∀ h ∈ G, h.lin a = a` runs over all elements of G, so the linear parts of glides and screws count too.

By hand, the centre is the part of the centraliser lying in G, and (1|a) ∈ G is the meaning of a ∈ T. The proof takes the centraliser result as `key`, converts equalities between the two views of g with `Subtype.val` and `Subtype.ext`, and obtains a ∈ T from `g.2`, the membership proof.

```lean
/-- With spanning translations, the centre is trivial iff zero is the only translation vector
fixed by all linear parts. -/
theorem center_eq_bot_iff {G : Subgroup (Seitz V)}
    (hspan : Submodule.span ℝ (transVec G) = ⊤) :
    Subgroup.center G = ⊥ ↔ ∀ a ∈ transVec G, (∀ h ∈ G, h.lin a = a) → a = 0 := by
  rw [Subgroup.eq_bot_iff_forall]
  constructor
  · intro H a ha hf
    have h1 := H ⟨translation a, ha⟩ ((mem_center_iff hspan _).2 ⟨a, ha, rfl, hf⟩)
    exact congrArg (fun x : G => (x : Seitz V).tr) h1
  · intro H g hg
    obtain ⟨a, ha, e, hf⟩ := (mem_center_iff hspan g).1 hg
    apply Subtype.ext
    rw [e, H a ha hf]
    rfl
```

`⊥` is the subgroup containing only the identity. The centre is trivial exactly when zero is the only vector of T fixed by all linear parts. If the centre is trivial and a ∈ T is fixed, then (1|a) is central and so equals (1|0), whose translation part gives a = 0. Conversely, a central g is some (1|a) with a ∈ T fixed, so a = 0 and g is the identity.

```lean
/-- With spanning translations, the centre is trivial as soon as one linear part fixes no
nonzero vector. -/
theorem center_eq_bot_of_no_fixed_vector {G : Subgroup (Seitz V)}
    (hspan : Submodule.span ℝ (transVec G) = ⊤) {g : Seitz V} (hg : g ∈ G)
    (hfix : ∀ x, g.lin x = x → x = 0) : Subgroup.center G = ⊥ :=
  (center_eq_bot_iff hspan).2 fun a _ hf => hfix a (hf g hg)
```

One element g of G suffices if its linear part fixes no nonzero vector (`hfix`): a vector fixed by all linear parts is fixed by this one, so it vanishes.

```lean
/-- With spanning translations, the centre is trivial whenever `-1` occurs as a linear part. -/
theorem center_eq_bot_of_neg_one {G : Subgroup (Seitz V)}
    (hspan : Submodule.span ℝ (transVec G) = ⊤) {g : Seitz V} (hg : g ∈ G)
    (hneg : g.lin = LinearEquiv.neg ℝ) : Subgroup.center G = ⊥ := by
  refine center_eq_bot_of_no_fixed_vector hspan hg fun x hx => ?_
  rw [hneg] at hx
  have h1 : -x = x := hx
  have h2 : (2 : ℝ) • x = 0 := by rw [two_smul]; exact neg_eq_iff_add_eq_zero.mp h1
  exact (smul_eq_zero.mp h2).resolve_left two_ne_zero
```

The element g has linear part −1 and an arbitrary translation part, so the inversion centre need not sit at the origin. A fixed vector obeys

−x = x, so 2x = 0, so x = 0,

which are `h1`, `h2` and the last line.

## Without spanning translations

```lean
/-- In a nonzero space the group generated by the inversion has a non-trivial centre, and its
translation vectors do not span the space. -/
theorem center_inversion_group [Nontrivial V] :
    Subgroup.center (Subgroup.zpowers (inversion : Seitz V)) ≠ ⊥ ∧
      Submodule.span ℝ (transVec (Subgroup.zpowers (inversion : Seitz V))) ≠ ⊤ := by
  have hne : Subgroup.center (Subgroup.zpowers (inversion : Seitz V)) ≠ ⊥ := by
    intro H
    rw [Subgroup.eq_bot_iff_forall] at H
    have h0 := H ⟨inversion, Subgroup.mem_zpowers _⟩ (Subgroup.mem_center_iff.2 (by
      rintro ⟨h, k, rfl⟩
      exact Subtype.ext ((Commute.refl (inversion : Seitz V)).zpow_left k).eq))
    obtain ⟨x, hx⟩ := exists_ne (0 : V)
    have h1 : -x = x :=
      congrArg (fun g : Subgroup.zpowers (inversion : Seitz V) => (g : Seitz V).lin x) h0
    have h2 : (2 : ℝ) • x = 0 := by rw [two_smul]; exact neg_eq_iff_add_eq_zero.mp h1
    exact hx ((smul_eq_zero.mp h2).resolve_left two_ne_zero)
  exact ⟨hne, fun hs => hne (center_eq_bot_of_neg_one hs (Subgroup.mem_zpowers _) rfl)⟩
```

`Subgroup.zpowers inversion` is the group of integer powers of the inversion, and `[Nontrivial V]` says that V has a nonzero vector. Since (−1|0)² = (1|0), the group has two elements and T = {0}. The inversion commutes with its own powers, so it is central, although −1 is a linear part and the formula for Z(G) would allow only the identity. In the proof, a trivial centre would make the inversion equal to the identity (`h0`), giving −x = x for a nonzero x. Failure of spanning is obtained indirectly: if T spanned V, `center_eq_bot_of_neg_one` would contradict `hne`.

In the smallest case V = {0}, the inversion is the identity, T spans V and the centre is trivial, which is why `Nontrivial` appears. At the other extreme, if 1 is the only linear part, the fixing condition is empty and Z(G) = G.

## Two plane groups

```lean
/-- The group of all `(R|t)` with `R ∈ {1, σ}` and `t ∈ L`, for `σ² = 1` and `σ L ⊆ L`. -/
def twoFold (σ : V ≃ₗ[ℝ] V) (hσ : σ * σ = 1) (L : AddSubgroup V) (hL : ∀ a ∈ L, σ a ∈ L) :
    Subgroup (Seitz V) where
  carrier := {g | (g.lin = 1 ∨ g.lin = σ) ∧ g.tr ∈ L}
  one_mem' := ⟨Or.inl rfl, L.zero_mem⟩
  mul_mem' := by
    rintro g h ⟨hg, tg⟩ ⟨hh, th⟩
    refine ⟨?_, ?_⟩
    · change g.lin * h.lin = 1 ∨ g.lin * h.lin = σ
      rcases hg with e | e <;> rcases hh with f | f <;> rw [e, f] <;> simp [hσ]
    · change g.tr + g.lin h.tr ∈ L
      refine L.add_mem tg ?_
      rcases hg with e | e <;> rw [e]
      exacts [th, hL _ th]
  inv_mem' := by
    rintro g ⟨hg, tg⟩
    have hi : σ⁻¹ = σ := inv_eq_of_mul_eq_one_right hσ
    change (g.lin⁻¹ = 1 ∨ g.lin⁻¹ = σ) ∧ -(g.lin⁻¹ g.tr) ∈ L
    rcases hg with e | e
    · rw [e, inv_one]
      exact ⟨Or.inl rfl, L.neg_mem tg⟩
    · rw [e, hi]
      exact ⟨Or.inr rfl, L.neg_mem (hL _ tg)⟩
```

Take a linear map σ with σ² = 1 and an additive subgroup L of V with σL ⊆ L. The set of all (R|t) with R ∈ {1, σ} and t ∈ L is a group: products of linear parts stay in {1, σ}, t + Ru stays in L, and σ⁻¹ = σ handles inverses.

```lean
/-- The lattice `ℤ²` in the plane. -/
def intLattice : AddSubgroup (ℝ × ℝ) :=
  (AddSubgroup.zmultiples (1 : ℝ)).prod (AddSubgroup.zmultiples (1 : ℝ))
```

The plane is `ℝ × ℝ`, with components `a.1` and `a.2`. `AddSubgroup.zmultiples (1 : ℝ)` is the set of integers, so this is the lattice ℤ².

```lean
/-- The mirror `(x, y) ↦ (x, -y)`. -/
def mirror : (ℝ × ℝ) ≃ₗ[ℝ] (ℝ × ℝ) where
  toFun a := (a.1, -a.2)
  invFun a := (a.1, -a.2)
  map_add' a b := Prod.ext rfl (neg_add a.2 b.2)
  map_smul' c a := Prod.ext rfl (mul_neg c a.2).symm
  left_inv a := Prod.ext rfl (neg_neg a.2)
  right_inv a := Prod.ext rfl (neg_neg a.2)
```

The mirror M sends (x, y) to (x, −y); it is linear and its own inverse.

```lean
/-- The plane group p2: linear parts `±1`, integer translation parts. -/
def p2 : Subgroup (Seitz (ℝ × ℝ)) :=
  twoFold (LinearEquiv.neg ℝ) (LinearEquiv.ext fun a => neg_neg a) intLattice
    fun _ ha => intLattice.neg_mem ha
```

p2 is the construction with σ = −1 and L = ℤ².

```lean
/-- The plane group pm: linear parts `1` and the mirror, integer translation parts. -/
def pm : Subgroup (Seitz (ℝ × ℝ)) :=
  twoFold mirror (LinearEquiv.ext fun a => Prod.ext rfl (neg_neg a.2)) intLattice
    fun a ha => AddSubgroup.mem_prod.2 ⟨(AddSubgroup.mem_prod.1 ha).1,
      show -a.2 ∈ AddSubgroup.zmultiples (1 : ℝ) from neg_mem (AddSubgroup.mem_prod.1 ha).2⟩
```

pm is the construction with σ = M and L = ℤ².

```lean
/-- If a group of Seitz operators on the plane contains all integer translations, its translation vectors span the plane. -/
theorem span_of_intLattice {G : Subgroup (Seitz (ℝ × ℝ))}
    (h : ∀ a ∈ intLattice, a ∈ transVec G) : Submodule.span ℝ (transVec G) = ⊤ := by
  rw [eq_top_iff]
  rintro ⟨x, y⟩ -
  have e : (x, y) = x • ((1 : ℝ), (0 : ℝ)) + y • ((0 : ℝ), (1 : ℝ)) := by simp
  rw [e]
  refine Submodule.add_mem _ (Submodule.smul_mem _ _ (Submodule.subset_span (h _ ?_)))
    (Submodule.smul_mem _ _ (Submodule.subset_span (h _ ?_)))
  · exact AddSubgroup.mem_prod.2 ⟨AddSubgroup.mem_zmultiples (1 : ℝ), zero_mem _⟩
  · exact AddSubgroup.mem_prod.2 ⟨zero_mem _, AddSubgroup.mem_zmultiples (1 : ℝ)⟩
```

If T contains ℤ², it spans the plane, because

(x, y) = x(1, 0) + y(0, 1).

```lean
/-- p2 has spanning translation vectors, contains the inversion, and has trivial centre. -/
theorem p2_witness : Submodule.span ℝ (transVec p2) = ⊤ ∧ inversion ∈ p2 ∧
    Subgroup.center p2 = ⊥ := by
  have hs : Submodule.span ℝ (transVec p2) = ⊤ :=
    span_of_intLattice fun a ha => And.intro (Or.inl rfl) ha
  have hi : inversion ∈ p2 := And.intro (Or.inr rfl) intLattice.zero_mem
  exact ⟨hs, hi, center_eq_bot_of_neg_one hs hi rfl⟩
```

p2 has spanning translations and contains the inversion, so its centre is trivial. For instance, with g = (−1|(1, 0)) and a = (0, 1),

g(1|a) = (−1 | (1, −1)),
(1|a)g = (−1 | (1, 1)).

```lean
/-- pm has spanning translation vectors, and its centre consists of the translations by
`(m, 0)` with `m` an integer. -/
theorem pm_witness : Submodule.span ℝ (transVec pm) = ⊤ ∧ ∀ g : pm,
    g ∈ Subgroup.center pm ↔ ∃ m : ℤ, (g : Seitz (ℝ × ℝ)) = translation ((m : ℝ), (0 : ℝ)) := by
  have hs : Submodule.span ℝ (transVec pm) = ⊤ :=
    span_of_intLattice fun a ha => And.intro (Or.inl rfl) ha
  refine ⟨hs, fun g => ?_⟩
  rw [mem_center_iff hs]
  constructor
  · rintro ⟨a, ha, e, hf⟩
    -- a vector fixed by the mirror lies on the mirror line
    have hm : (⟨mirror, 0⟩ : Seitz (ℝ × ℝ)) ∈ pm := And.intro (Or.inr rfl) intLattice.zero_mem
    have h1 : -a.2 = a.2 := congrArg Prod.snd (hf _ hm)
    have h2 : a.2 = 0 := by linarith
    have ha' : a ∈ intLattice := And.right ha
    obtain ⟨m, hm'⟩ := AddSubgroup.mem_zmultiples_iff.1 (AddSubgroup.mem_prod.1 ha').1
    have h3 : a = ((m : ℝ), (0 : ℝ)) := Prod.ext (by rw [← hm']; simp) h2
    exact ⟨m, by rw [e, h3]⟩
  · rintro ⟨m, e⟩
    refine ⟨((m : ℝ), (0 : ℝ)), ?_, e, fun h hh => ?_⟩
    · change translation ((m : ℝ), (0 : ℝ)) ∈ pm
      rw [← e]
      exact g.2
    · have hl : h.lin = 1 ∨ h.lin = mirror := And.left hh
      rcases hl with f | f
      · rw [f]
        rfl
      · rw [f]
        exact Prod.ext rfl (neg_zero : -(0 : ℝ) = 0)

end

end SeitzCentre
```

pm has spanning translations, and its centre is the set of translations (1|(m, 0)) with m an integer: without the linear part −1 the centre can be infinite. By hand, a central element is (1|a) with a = (a₁, a₂) ∈ ℤ² and Ma = a. The second component gives −a₂ = a₂ (`h1`), so a₂ = 0 (`h2`), and a₁ is an integer. Conversely, both 1 and M fix (m, 0). With g = (M|(0, 1)), the vector a = (2, 0) gives (M|(2, 1)) in either order, whereas a = (0, 1) gives

g(1|a) = (M | (0, 0)),
(1|a)g = (M | (0, 2)).

```lean
#print axioms SeitzCentre.center_inversion_group
```

```
'SeitzCentre.center_inversion_group' depends on axioms: [propext, Classical.choice, Quot.sound]
```

For spatial operations without spin or time reversal, a central element acts as a single phase on all Bloch states of one irreducible representation: in pm the mirror relates wave vectors (k₁, k₂) and (k₁, −k₂), which share the phase of translations along the mirror line, while p2 relates k to −k, and no nonzero lattice translation has the same phase on k and −k for every k (for special k, such as k = 0, non-central translations can still act as a single phase). Representations are never defined in the code, so that reading rests on Schur's lemma and not on Lean.
